# One open fragment of L sites, 2 ≤ L < N, brackets the band energy of an N-site hopping ring filled up to the band centre

The electrons are spinless and non-interacting, with real hopping amplitude $-t$ between neighbours and zero on-site energy. The band energy of a real symmetric matrix $A$ is the sum of its negative eigenvalues, counted with multiplicity: every orbital below zero is filled, and the electron number is not fixed.

In Lean 4 with Mathlib:

```lean
import Mathlib

open Matrix

namespace FragmentBracket

noncomputable section

variable {n : Type*} [Fintype n] [DecidableEq n]

/-- The band energy of a real symmetric Hamiltonian: the sum of its negative eigenvalues. -/
def bandEnergy {A : Matrix n n ℝ} (hA : A.IsHermitian) : ℝ :=
  ∑ i, min (hA.eigenvalues i) 0
```

A density matrix $Q$ satisfies $0\le Q\le 1$, so occupations lie between 0 and 1.

```lean
/-- A one-particle density matrix: `0 ≤ Q ≤ 1` as quadratic forms. -/
def IsDensity (Q : Matrix n n ℝ) : Prop := Q.PosSemidef ∧ (1 - Q).PosSemidef
```

Let $H_L$ be the open chain, on `Fin L` (sites $0,\dots,L-1$), and $H_N^\circ$ the ring, on `ZMod N`. In `hopping`, the relation `r` lists each bond in one direction and the definition adds the reverse.

```lean
/-- The Hamiltonian with hopping `-t` along each directed bond `r i j` and back. -/
def hopping {n : Type*} (t : ℝ) (r : n → n → Prop) [DecidableRel r] : Matrix n n ℝ :=
  fun i j => (if r i j then -t else 0) + (if r j i then -t else 0)

/-- The open chain of `L` sites. -/
abbrev openChain (L : ℕ) (t : ℝ) : Matrix (Fin L) (Fin L) ℝ :=
  hopping t fun i j => (j : ℕ) = (i : ℕ) + 1

/-- The ring of `N` sites, labelled by the integers modulo `N`. -/
abbrev ringChain (N : ℕ) (t : ℝ) : Matrix (ZMod N) (ZMod N) ℝ :=
  hopping t fun x y => y = x + 1
```

For a ring matrix $Q$, the window $Q_s$ is its block on the sites $s,s+1,\dots,s+L-1$ modulo $N$.

```lean
/-- The block of a ring matrix on the `L` consecutive sites that start at `s`. -/
def fragment {N : ℕ} (L : ℕ) (s : ZMod N) (Q : Matrix (ZMod N) (ZMod N) ℝ) :
    Matrix (Fin L) (Fin L) ℝ :=
  Q.submatrix (fun j => s + ((j : ℕ) : ZMod N)) (fun j => s + ((j : ℕ) : ZMod N))

/-- A hopping Hamiltonian is symmetric. -/
theorem hopping_isHermitian {n : Type*} (t : ℝ) (r : n → n → Prop) [DecidableRel r] :
    (hopping t r).IsHermitian := by
  ext i j
  simp [hopping, add_comm]
```

Write $E_L$ for `openEnergy L t` and $R$ for `ringEnergy N t`.

```lean
/-- The band energy `E_L` of the open chain. -/
def openEnergy (L : ℕ) (t : ℝ) : ℝ :=
  bandEnergy (A := openChain L t) (hopping_isHermitian t _)

/-- The band energy `R` of the ring. -/
def ringEnergy (N : ℕ) [NeZero N] (t : ℝ) : ℝ :=
  bandEnergy (A := ringChain N t) (hopping_isHermitian t _)
```

The theorem `fragment_bracket` states that, for every real $t$ and $2\le L<N$,

$$\frac{N E_L}{L-1}\le R\le\frac{N E_L}{L}.$$

For this one-parameter, non-interacting ring, a single fragment diagonalisation thus confines the energy per site to an interval of width $|E_L|/(L(L-1))$: the estimate $E_L/L$ is never too low, and it is too high by at most this width. No step uses the sign of $t$, and $L$ need not divide $N$, because the derivation averages over all $N$ overlapping windows.

## Filling up to zero, with no on-site energy

Filling all negative orbitals puts the chemical potential at zero, the band centre. It gives the band energy two variational forms. Suppose $Q$ is a density matrix, $M\ge0$ and $A+M\ge0$. If $P,B\ge0$ and $B=U\,\mathrm{diag}(b)\,U^T$, then $\mathrm{Tr}(PB)=\sum_i b_i(U^TPU)_{ii}\ge0$. Hence $\mathrm{Tr}\,Q(A+M)\ge0$ and $\mathrm{Tr}\,(1-Q)M\ge0$, and adding them gives

$$-\mathrm{Tr}\,M\le\mathrm{Tr}(QA).$$

Both sides reach the band energy when $Q$ projects onto the negative orbitals and $M$ is the negative part of $A$, with eigenvalues $\max(-\varepsilon_i,0)$. The next three lemmas are the diagonalisation, this inequality and its attainment.

```lean
/-- An orthogonal change of orbitals brings a symmetric Hamiltonian to diagonal form. -/
theorem exists_diagonalisation {A : Matrix n n ℝ} (hA : A.IsHermitian) :
    ∃ U : Matrix n n ℝ, Uᴴ * U = 1 ∧ U * Uᴴ = 1 ∧ Uᴴ * A * U = diagonal hA.eigenvalues ∧
      A = U * diagonal hA.eigenvalues * Uᴴ := by
  let U : Matrix n n ℝ := hA.eigenvectorUnitary
  have h1 : Uᴴ * U = 1 := Matrix.mem_unitaryGroup_iff'.1 hA.eigenvectorUnitary.2
  have h2 : U * Uᴴ = 1 := mul_eq_one_comm.1 h1
  have hAU : A * U = U * diagonal hA.eigenvalues := by
    ext i j
    have h := congrFun (hA.mulVec_eigenvectorBasis j) i
    rw [Matrix.mul_diagonal, mul_comm]
    exact h
  exact ⟨U, h1, h2, by rw [mul_assoc, hAU, ← mul_assoc, h1, one_mul],
    by rw [← hAU, mul_assoc, h2, mul_one]⟩

/-- Weak duality: if `Q` is a density matrix, `M ≥ 0` and `A + M ≥ 0`, then
`-Tr M ≤ Tr(QA)`. -/
theorem weak_duality {A Q M : Matrix n n ℝ} (hQ : IsDensity Q) (hM : M.PosSemidef)
    (hAM : (A + M).PosSemidef) : -M.trace ≤ (Q * A).trace := by
  -- the trace of a product of two positive matrices is nonnegative
  have pos : ∀ {P B : Matrix n n ℝ}, P.PosSemidef → B.PosSemidef → 0 ≤ (P * B).trace := by
    intro P B hP hB
    obtain ⟨U, -, -, -, h⟩ := exists_diagonalisation hB.1
    rw [h, ← mul_assoc, ← mul_assoc, Matrix.trace_mul_comm, ← mul_assoc, ← mul_assoc]
    refine Finset.sum_nonneg fun i _ => ?_
    rw [Matrix.diag_apply, Matrix.mul_diagonal]
    exact mul_nonneg (hP.conjTranspose_mul_mul_same U).diag_nonneg (hB.eigenvalues_nonneg i)
  have a := pos hQ.1 hAM
  have b := pos hQ.2 hM
  rw [mul_add, Matrix.trace_add] at a
  rw [sub_mul, one_mul, Matrix.trace_sub] at b
  linarith

/-- The band energy equals `Tr(QA)` for some density matrix `Q`, and `-Tr M` for some
`M ≥ 0` with `A + M ≥ 0`. -/
theorem exists_optimal {A : Matrix n n ℝ} (hA : A.IsHermitian) :
    ∃ Q M : Matrix n n ℝ, IsDensity Q ∧ M.PosSemidef ∧ (A + M).PosSemidef ∧
      (Q * A).trace = bandEnergy hA ∧ -M.trace = bandEnergy hA := by
  obtain ⟨U, h1, h2, h3, h4⟩ := exists_diagonalisation hA
  have psd : ∀ d : n → ℝ, (∀ i, 0 ≤ d i) → (U * diagonal d * Uᴴ).PosSemidef :=
    fun d hd => (posSemidef_diagonal_iff.2 hd).mul_mul_conjTranspose_same U
  -- `Q` fills the orbitals of negative energy, `M` is the negative part of `A`
  let f : n → ℝ := fun i => if hA.eigenvalues i < 0 then 1 else 0
  let g : n → ℝ := fun i => max (-hA.eigenvalues i) 0
  refine ⟨U * diagonal f * Uᴴ, U * diagonal g * Uᴴ, ⟨psd f fun i => ?_, ?_⟩,
    psd g fun i => le_max_right _ _, ?_, ?_, ?_⟩
  · dsimp only [f]; split_ifs <;> norm_num
  · have hd : diagonal (fun i => 1 - f i) = 1 - diagonal f := by
      rw [← diagonal_one, diagonal_sub]
    have h := psd (fun i => 1 - f i) fun i => by dsimp only [f]; split_ifs <;> norm_num
    rwa [hd, mul_sub, sub_mul, mul_one, h2] at h
  · have hd : diagonal (fun i => hA.eigenvalues i + g i)
        = diagonal hA.eigenvalues + diagonal g := (diagonal_add _ _).symm
    have h := psd (fun i => hA.eigenvalues i + g i) fun i => by
      have := le_max_left (-hA.eigenvalues i) 0
      dsimp only [g]; linarith
    rwa [hd, mul_add, add_mul, ← h4] at h
  · rw [mul_assoc, mul_assoc, Matrix.trace_mul_comm, mul_assoc, h3,
      diagonal_mul_diagonal, trace_diagonal, bandEnergy]
    refine Finset.sum_congr rfl fun i _ => ?_
    dsimp only [f]
    split_ifs with h
    · rw [min_eq_left h.le, one_mul]
    · rw [min_eq_right (not_lt.1 h), zero_mul]
  · rw [Matrix.trace_mul_comm, ← mul_assoc, h1, one_mul, trace_diagonal, bandEnergy,
      ← Finset.sum_neg_distrib]
    refine Finset.sum_congr rfl fun i _ => ?_
    dsimp only [g]
    rcases le_total (hA.eigenvalues i) 0 with h | h
    · rw [max_eq_left (neg_nonneg.2 h), min_eq_left h, neg_neg]
    · rw [max_eq_right (neg_nonpos.2 h), min_eq_right h, neg_zero]
```

With no on-site term, the energy contains only the sums $Q_{ij}+Q_{ji}$ over the bonds. The code calls such a sum a bond order; it is twice the usual Coulson bond order $Q_{ij}$ of spinless electrons.

```lean
omit [DecidableEq n] in
/-- The trace of `Q` with a hopping Hamiltonian is `-t` times the sum of the bond orders. -/
theorem trace_mul_hopping (t : ℝ) (r : n → n → Prop) [DecidableRel r] (Q : Matrix n n ℝ) :
    (Q * hopping t r).trace = -t * ∑ i, ∑ j, if r i j then Q i j + Q j i else 0 := by
  simp only [Matrix.trace, Matrix.diag_apply, Matrix.mul_apply, hopping, mul_add,
    Finset.sum_add_distrib]
  rw [Finset.sum_comm, ← Finset.sum_add_distrib, Finset.mul_sum]
  refine Finset.sum_congr rfl fun i _ => ?_
  rw [← Finset.sum_add_distrib, Finset.mul_sum]
  refine Finset.sum_congr rfl fun j _ => ?_
  split_ifs <;> ring
```

An on-site energy $3t/2$, with $t>0$, would break the lower bound. For $L=2$ the fragment levels become $t/2$ and $5t/2$, so $E_2=0$, while the ring keeps a level at $-t/2$.

## A fragment shorter than the ring: L < N

The window must not close on itself. Its sites are then distinct, so $(1-Q)_s=1-Q_s$, and the ring bond that leaves its last site does not lead on to its first, so $(H_N^\circ)_s=H_L$. These facts come from `site_eq` and `fragment_ringChain`.

```lean
/-- Site labels below `N` are different on the ring if they are different integers. -/
theorem site_eq {N a b : ℕ} (ha : a < N) (hb : b < N) : (a : ZMod N) = b ↔ a = b := by
  refine ⟨fun h => ?_, fun h => by rw [h]⟩
  have := congrArg ZMod.val h
  rwa [ZMod.val_natCast_of_lt ha, ZMod.val_natCast_of_lt hb] at this

/-- On `L < N` consecutive sites the ring Hamiltonian is that of the open chain. -/
theorem fragment_ringChain {L N : ℕ} (t : ℝ) (h : L < N) (s : ZMod N) :
    fragment L s (ringChain N t) = openChain L t := by
  have key : ∀ i j : Fin L, s + ((j : ℕ) : ZMod N) = s + ((i : ℕ) : ZMod N) + 1
      ↔ (j : ℕ) = (i : ℕ) + 1 := by
    intro i j
    have e := site_eq (j.isLt.trans h) (show (i : ℕ) + 1 < N by have := i.isLt; omega)
    rw [Nat.cast_add, Nat.cast_one] at e
    rw [add_assoc, add_right_inj, e]
  ext i j
  change (if s + ((j : ℕ) : ZMod N) = s + ((i : ℕ) : ZMod N) + 1 then -t else 0)
    + (if s + ((i : ℕ) : ZMod N) = s + ((j : ℕ) : ZMod N) + 1 then -t else 0)
    = (if (j : ℕ) = (i : ℕ) + 1 then -t else 0) + (if (i : ℕ) = (j : ℕ) + 1 then -t else 0)
  rw [if_congr (key i j) rfl rfl, if_congr (key j i) rfl rfl]
```

At $L=N=4$ the upper bound fails: for $t>0$ the ring has $R=-2t$, but the open chain has $E_4=-\sqrt5\,t$.

## A fragment with at least one bond: L ≥ 2

For the lower bound, take the optimal $Q$ of the ring. Each $Q_s$ is a density matrix, so $E_L\le\mathrm{Tr}(Q_sH_L)$. Summing over $s$,

$$N E_L\le-t\sum_{k=0}^{L-2}\sum_s\left(Q_{s+k,s+k+1}+Q_{s+k+1,s+k}\right)=(L-1)R,$$

since each inner sum runs over all ring bonds. Dividing requires $L-1>0$. A single site has $E_1=0$ and no bond, and the inequality becomes $0\le0$.

For the upper bound, take the optimal $M$ of the ring. Then $M_s\ge0$ and $H_L+M_s=(H_N^\circ+M)_s\ge0$, so $-\mathrm{Tr}\,M_s\le E_L$. Each site lies in $L$ windows, and summing gives $LR=-L\,\mathrm{Tr}\,M\le N E_L$.

The code writes $L=m+1$. In each half, `hs` is the inequality for one window and `hcount` the counting, where `shift` relabels the sum over $s$.

```lean
/-- Fragment bracket: for `2 ≤ L < N` the band energy of the ring lies between
`N E_L / (L - 1)` and `N E_L / L`, with `E_L` the band energy of one open fragment. -/
theorem fragment_bracket {L N : ℕ} [NeZero N] (t : ℝ) (hL : 2 ≤ L) (hN : L < N) :
    N * openEnergy L t / (L - 1) ≤ ringEnergy N t ∧
      ringEnergy N t ≤ N * openEnergy L t / L := by
  have shift : ∀ (f : ZMod N → ℝ) (c : ZMod N), ∑ s, f (s + c) = ∑ s, f s :=
    fun f c => Equiv.sum_comp (Equiv.addRight c) f
  obtain ⟨m, rfl⟩ : ∃ m, L = m + 1 := ⟨L - 1, by omega⟩
  have hm : (0 : ℝ) < m := by exact_mod_cast (by omega : 0 < m)
  obtain ⟨Q, M, hQ, hM, hAM, hQE, hME⟩ :=
    exists_optimal (A := ringChain N t) (hopping_isHermitian t _)
  obtain ⟨Q', M', hQ', hM', hAM', hQE', hME'⟩ :=
    exists_optimal (A := openChain (m + 1) t) (hopping_isHermitian t _)
  change _ = ringEnergy N t at hQE hME
  change _ = openEnergy (m + 1) t at hQE' hME'
  constructor
  · -- every fragment of the ring's density matrix is a trial state for the open chain
    have hs : ∀ s, openEnergy (m + 1) t
        ≤ (fragment (m + 1) s Q * openChain (m + 1) t).trace := by
      intro s
      have e : fragment (m + 1) s (1 - Q) = 1 - fragment (m + 1) s Q := by
        ext i j
        simp [fragment, Matrix.one_apply, site_eq (i.isLt.trans hN) (j.isLt.trans hN),
          Fin.ext_iff]
      rw [← hME']
      refine weak_duality ⟨hQ.1.submatrix _, ?_⟩ hM' hAM'
      rw [← e]
      exact hQ.2.submatrix _
    have hr : (Q * ringChain N t).trace = -t * ∑ x, (Q x (x + 1) + Q (x + 1) x) := by
      rw [trace_mul_hopping]
      simp only [Finset.sum_ite_eq', Finset.mem_univ, if_true]
    have ho : ∀ P : Matrix (Fin (m + 1)) (Fin (m + 1)) ℝ, (P * openChain (m + 1) t).trace
        = -t * ∑ k : Fin m, (P k.castSucc k.succ + P k.succ k.castSucc) := by
      intro P
      have key : ∀ (k : Fin m) (i : Fin (m + 1)),
          (k.succ : ℕ) = (i : ℕ) + 1 ↔ i = k.castSucc := by
        intro k i
        have a : (k.succ : ℕ) = k + 1 := rfl
        have b : (k.castSucc : ℕ) = k := rfl
        rw [Fin.ext_iff]
        omega
      rw [trace_mul_hopping, Finset.sum_comm, Fin.sum_univ_succ]
      simp only [key, Finset.sum_ite_eq', Finset.mem_univ, if_true]
      simp
    -- every bond of the ring lies in `L - 1` fragments
    have hcount : ∑ s, (fragment (m + 1) s Q * openChain (m + 1) t).trace
        = m * (Q * ringChain N t).trace := by
      simp only [ho, fragment, Matrix.submatrix_apply]
      rw [hr, ← Finset.mul_sum, Finset.sum_comm]
      trans -t * ∑ _k : Fin m, ∑ x, (Q x (x + 1) + Q (x + 1) x)
      · congr 1
        refine Finset.sum_congr rfl fun k _ => Eq.trans ?_
          (shift (fun x => Q x (x + 1) + Q (x + 1) x) ((k : ℕ) : ZMod N))
        exact Finset.sum_congr rfl fun s _ => by simp [add_assoc]
      · rw [Finset.sum_const, Finset.card_univ, Fintype.card_fin, nsmul_eq_mul]
        ring
    have hsum := Finset.sum_le_sum fun s (_ : s ∈ Finset.univ) => hs s
    rw [hcount, hQE, Finset.sum_const, Finset.card_univ, ZMod.card, nsmul_eq_mul] at hsum
    have hc : ((m + 1 : ℕ) : ℝ) - 1 = m := by push_cast; ring
    rw [hc, div_le_iff₀ hm]
    linarith
  · -- fragments of the dual matrix are admissible; every site lies in `L` fragments
    have hs : ∀ s, -(fragment (m + 1) s M).trace ≤ openEnergy (m + 1) t := by
      intro s
      rw [← hQE']
      refine weak_duality hQ' (hM.submatrix _) ?_
      rw [← fragment_ringChain t hN s]
      exact hAM.submatrix _
    have hcount : ∑ s, (fragment (m + 1) s M).trace = ((m + 1 : ℕ) : ℝ) * M.trace := by
      simp only [Matrix.trace, Matrix.diag_apply, Matrix.submatrix_apply, fragment]
      rw [Finset.sum_comm]
      refine (Finset.sum_congr rfl fun (k : Fin (m + 1)) _ =>
        shift (fun x => M x x) ((k : ℕ) : ZMod N)).trans ?_
      rw [Finset.sum_const, Finset.card_univ, Fintype.card_fin, nsmul_eq_mul]
    have hsum := Finset.sum_le_sum fun s (_ : s ∈ Finset.univ) => hs s
    rw [Finset.sum_neg_distrib, hcount, Finset.sum_const, Finset.card_univ, ZMod.card,
      nsmul_eq_mul] at hsum
    rw [le_div_iff₀ (by positivity), ← hME]
    linarith

end

end FragmentBracket
```

```lean
#print axioms FragmentBracket.fragment_bracket
-- 'FragmentBracket.fragment_bracket' depends on axioms: [propext, Classical.choice, Quot.sound]
```

## Positivity of a window through `submatrix`

Mathlib's `PosSemidef.submatrix` says that reindexing rows and columns by the same map preserves positivity. It serves $Q$, $1-Q$, $M$ and $H_N^\circ+M$ alike. The map need not be injective: the quadratic form of the window at $x$ is that of the full matrix at the vector which adds up the entries of $x$ landing on each site. In the positivity steps, distinctness of sites is therefore needed only to identify $(1-Q)_s$ with $1-Q_s$; the identity $(H_N^\circ)_s=H_L$ uses $L<N$ separately.

## Three sites against a ring of four

Take $t>0$, $L=3$, $N=4$. The open chain has $\lambda^3=2t^2\lambda$, so its levels are $0,\pm\sqrt2\,t$ and $E_3=-\sqrt2\,t$. The ring levels $-2t\cos(\pi k/2)$, $k=0,\dots,3$, are $-2t,0,2t,0$, so $R=-2t$. The bracket reads

$$-2\sqrt2\,t\approx-2.83\,t\le-2t\le-\tfrac{4\sqrt2}{3}\,t\approx-1.89\,t,$$

although 3 does not divide 4.
